# The nonretarded attraction energy of a model metallic sheet and undoped graphene falls as $\ln D/D^3$ at large separation

Two parallel sheets at separation $D$ attract through their charge fluctuations, here at zero temperature, without retardation and without electron scattering in the metal. At wavenumber $q$ the metal has squared plasmon frequency $cq$; graphene has Dirac velocity $v$ and response strength $a$. Set $a=c=v=1$ and estimate the range of frequencies at the typical wavenumber $q=1/D$, with $D$ large. The metal responds up to the imaginary frequency $u\approx D^{-1/2}$, and graphene's response falls as $1/u$ above $u\approx D^{-1}$. Between these frequencies, $\int du/u=\tfrac12\ln D$. The weight $\int_0^\infty q^2e^{-2qD}dq=1/(4D^3)$ then suggests $\ln D/(8D^3)$ for the attraction strength $E(D)$ defined below, which is proportional to the energy.

In Lean 4 with Mathlib:

```lean
import Mathlib

open MeasureTheory Set Filter Topology

namespace MetalGrapheneDispersion

noncomputable section
```

## The two responses

The metal has squared plasmon frequency $cq$, with $c>0$. In atomic units $c=2\pi N/m$ for $N$ electrons per unit area with effective mass $m$:

```lean
/-- Response factor of a metallic sheet at wavenumber `q` and imaginary frequency `u`,
with squared plasmon frequency `c q`; used for `c, q > 0`. -/
def metalResponse (c q u : ℝ) : ℝ := c * q / (u ^ 2 + c * q)
```

Graphene has Dirac velocity $v>0$ and response strength $a>0$. In atomic units $a=\pi/2$, counting two spins and two valleys:

```lean
/-- Response factor of undoped graphene with Dirac velocity `v` and strength `a`;
used for `v, q > 0`. -/
def grapheneResponse (a v q u : ℝ) : ℝ := a * q / Real.sqrt (v ^ 2 * q ^ 2 + u ^ 2)
```

Their product is weighted by $qe^{-2qD}$:

```lean
/-- Contribution of wavenumber `q` and imaginary frequency `u` to the attraction
at separation `D`. -/
def integrand (a c v D q u : ℝ) : ℝ :=
  q * Real.exp (-2 * q * D) * metalResponse c q u * grapheneResponse a v q u
```

Integration runs over $u>0$, then $q>0$; `Ioi 0` is the positive half-line.

```lean
/-- Contribution of wavenumber `q`, integrated over all positive imaginary frequencies. -/
def modeEnergy (a c v D q : ℝ) : ℝ := ∫ u in Ioi 0, integrand a c v D q u
```

The result $E(D)$ is a positive strength; the model's interaction energy per unit area is $-\hbar E(D)/(4\pi^2)$. The model omits retardation, temperature, electron scattering in the metal, graphene's self-screening and repeated reflections between the sheets. Scattering at a fixed rate would stop the growth of the logarithm at large $D$.

```lean
/-- The attraction strength `E(D)` between the metallic sheet and graphene. -/
def attraction (a c v D : ℝ) : ℝ := ∫ q in Ioi 0, modeEnergy a c v D q
```

## The logarithm from frequency

For $b>0$, the antiderivative $-1/(u+b)$ gives $\int_0^\infty du/(u+b)^2=1/b$.

```lean
/-- For `b > 0` the function `1/(u+b)²` is integrable over `u > 0`, with integral `1/b`. -/
theorem integral_inv_sq {b : ℝ} (hb : 0 < b) :
    IntegrableOn (fun u : ℝ => 1 / (u + b) ^ 2) (Ioi 0) ∧
      ∫ u in Ioi (0 : ℝ), 1 / (u + b) ^ 2 = 1 / b := by
  have hd : ∀ u ∈ Ici (0 : ℝ),
      HasDerivAt (fun u : ℝ => -(u + b)⁻¹) (1 / (u + b) ^ 2) u := by
    intro u hu
    have hu' : 0 ≤ u := hu
    have h := (((hasDerivAt_id' u).add_const b).fun_inv (by positivity)).fun_neg
    exact h.congr_deriv (by ring)
  have hp : ∀ u ∈ Ioi (0 : ℝ), 0 ≤ 1 / (u + b) ^ 2 := fun u _ => by positivity
  have ht : Tendsto (fun u : ℝ => -(u + b)⁻¹) atTop (𝓝 0) := by
    have h := (tendsto_inv_atTop_zero.comp (tendsto_atTop_add_const_right atTop b
      (tendsto_id (α := ℝ)))).neg
    rw [neg_zero] at h
    exact h
  refine ⟨integrableOn_Ioi_deriv_of_nonneg' hd hp ht, ?_⟩
  rw [integral_Ioi_of_hasDerivAt_of_nonneg' hd hp ht]
  simp
```

Put $s=\sqrt{cq}$, $w=vq$ and $p=s^2/(u^2+s^2)$. Then

$$g=\frac1{u+w}-\frac u{u^2+s^2}=\frac p{u+w}-x,$$

$$x=\frac{uw}{(u+w)(u^2+s^2)}\le\frac w{u^2+s^2}\le\frac{2w}{(u+s)^2}.$$

```lean
/-- For positive `u, s, w`, the comparison function `1/(u+w) - u/(u²+s²)` is a
screened `1/(u+w)` minus a cross term, and the cross term is at most `2w/(u+s)²`. -/
theorem comparison_split {u s w : ℝ} (hu : 0 < u) (hs : 0 < s) (hw : 0 < w) :
    1 / (u + w) - u / (u ^ 2 + s ^ 2) =
      s ^ 2 / (u ^ 2 + s ^ 2) * (1 / (u + w)) - u * w / ((u + w) * (u ^ 2 + s ^ 2)) ∧
    u * w / ((u + w) * (u ^ 2 + s ^ 2)) ≤ 2 * w * (1 / (u + s) ^ 2) := by
  constructor
  · field_simp
    ring
  · rw [mul_one_div, div_le_div_iff₀ (by positivity) (by positivity)]
    have h1 : 0 ≤ u * w * (u - s) ^ 2 := by positivity
    have h2 : 0 ≤ w * w * (u ^ 2 + s ^ 2) := by positivity
    nlinarith
```

Since also $p/(u+w)\le 2s^2/[w(u+s)^2]$, $g$ is integrable. Its antiderivative $\ln(u+w)-\tfrac12\ln(u^2+s^2)$ runs from $\ln(w/s)$ to $0$, so $\int_0^\infty g\,du=\ln(s/w)$.

```lean
/-- For `s, w > 0` the comparison function is integrable over `u > 0`, with
integral `ln(s/w)`. -/
theorem integral_comparison {s w : ℝ} (hs : 0 < s) (hw : 0 < w) :
    IntegrableOn (fun u : ℝ => 1 / (u + w) - u / (u ^ 2 + s ^ 2)) (Ioi 0) ∧
      ∫ u in Ioi (0 : ℝ), (1 / (u + w) - u / (u ^ 2 + s ^ 2)) = Real.log (s / w) := by
  have hi : IntegrableOn (fun u : ℝ => 1 / (u + w) - u / (u ^ 2 + s ^ 2)) (Ioi 0) := by
    refine Integrable.mono' ((integral_inv_sq hs).1.const_mul (2 * s ^ 2 / w + 2 * w))
      (Measurable.aestronglyMeasurable (by fun_prop))
      (ae_restrict_of_forall_mem measurableSet_Ioi fun u hu => ?_)
    have hu' : 0 < u := hu
    obtain ⟨h1, h2⟩ := comparison_split hu' hs hw
    have h3 : s ^ 2 / (u ^ 2 + s ^ 2) * (1 / (u + w)) ≤
        2 * s ^ 2 / w * (1 / (u + s) ^ 2) := by
      rw [div_mul_div_comm, div_mul_div_comm,
        div_le_div_iff₀ (by positivity) (by positivity)]
      have k1 : 0 ≤ s ^ 2 * w * (u - s) ^ 2 := by positivity
      have k2 : 0 ≤ s ^ 2 * u * (u ^ 2 + s ^ 2) := by positivity
      nlinarith
    have h4 : 0 ≤ s ^ 2 / (u ^ 2 + s ^ 2) * (1 / (u + w)) := by positivity
    have h5 : 0 ≤ u * w / ((u + w) * (u ^ 2 + s ^ 2)) := by positivity
    have h6 : 0 ≤ 2 * s ^ 2 / w * (1 / (u + s) ^ 2) := by positivity
    have h7 : 0 ≤ 2 * w * (1 / (u + s) ^ 2) := by positivity
    rw [Real.norm_eq_abs, h1, add_mul (2 * s ^ 2 / w) (2 * w) (1 / (u + s) ^ 2), abs_le]
    constructor <;> linarith
  refine ⟨hi, ?_⟩
  have hd : ∀ u ∈ Ici (0 : ℝ),
      HasDerivAt (fun u : ℝ => Real.log (u + w) - Real.log (u ^ 2 + s ^ 2) / 2)
        (1 / (u + w) - u / (u ^ 2 + s ^ 2)) u := by
    intro u hu
    have hu' : 0 ≤ u := hu
    have h1 := ((hasDerivAt_id' u).add_const w).log (by positivity)
    have h2 : HasDerivAt (fun u : ℝ => u ^ 2 + s ^ 2) (2 * u) u := by
      simpa using (hasDerivAt_pow 2 u).add_const (s ^ 2)
    exact (h1.fun_sub ((h2.log (by positivity)).div_const 2)).congr_deriv (by ring)
  have ht : Tendsto (fun u : ℝ => Real.log (u + w) - Real.log (u ^ 2 + s ^ 2) / 2)
      atTop (𝓝 0) := by
    have t := (Real.tendsto_log_comp_add_sub_log w).sub
      (((Real.tendsto_log_comp_add_sub_log (s ^ 2)).comp
        (tendsto_pow_atTop (α := ℝ) two_ne_zero)).div_const 2)
    rw [zero_div, sub_zero] at t
    refine t.congr fun u => ?_
    simp only [Function.comp_apply, Real.log_pow, Nat.cast_ofNat]
    ring
  have h0 : Real.log ((0 : ℝ) ^ 2 + s ^ 2) = 2 * Real.log s := by simp [Real.log_pow]
  rw [integral_Ioi_of_hasDerivAt_of_tendsto' hd hi ht, h0, zero_add,
    Real.log_div hs.ne' hw.ne']
  ring
```

Let $r=\sqrt{w^2+u^2}$. From $\max(u,w)\le r\le u+w$,

$$\frac1{u+w}\le\frac1r\le\frac1{u+w}+\frac{2w}{(u+w)^2}.$$

Multiplying by $p\le1$ gives

$$g\le\frac pr\le g+\frac{2w}{(u+w)^2}+\frac{2w}{(u+s)^2}.$$

Hence $J=\int_0^\infty(p/r)\,du$ exceeds $\ln(s/w)$ by between $0$ and $2+2w/s$. In the code, `nlinarith` handles the polynomial inequalities and `setIntegral_mono_on` integrates the bounds.

```lean
/-- With plasmon frequency `s > 0` and Dirac frequency `w > 0`, the frequency integral
converges and equals `ln(s/w)` up to an excess between `0` and `2 + 2w/s`. -/
theorem frequency_integral_bounds {s w : ℝ} (hs : 0 < s) (hw : 0 < w) :
    IntegrableOn (fun u : ℝ => s ^ 2 / ((u ^ 2 + s ^ 2) * Real.sqrt (w ^ 2 + u ^ 2)))
      (Ioi 0) ∧
    Real.log (s / w) ≤
      ∫ u in Ioi (0 : ℝ), s ^ 2 / ((u ^ 2 + s ^ 2) * Real.sqrt (w ^ 2 + u ^ 2)) ∧
    ∫ u in Ioi (0 : ℝ), s ^ 2 / ((u ^ 2 + s ^ 2) * Real.sqrt (w ^ 2 + u ^ 2)) ≤
      Real.log (s / w) + (2 + 2 * w / s) := by
  obtain ⟨gi, gv⟩ := integral_comparison hs hw
  obtain ⟨wi, wv⟩ := integral_inv_sq hw
  obtain ⟨si, sv⟩ := integral_inv_sq hs
  have hi : IntegrableOn (fun u : ℝ => 2 * w * (1 / (u + w) ^ 2) +
      2 * w * (1 / (u + s) ^ 2)) (Ioi 0) := (wi.const_mul _).add (si.const_mul _)
  have ti : IntegrableOn (fun u : ℝ => (1 / (u + w) - u / (u ^ 2 + s ^ 2)) +
      (2 * w * (1 / (u + w) ^ 2) + 2 * w * (1 / (u + s) ^ 2))) (Ioi 0) := gi.add hi
  -- pointwise, the integrand is at least the comparison function and at most that plus a correction
  have hb : ∀ u ∈ Ioi (0 : ℝ),
      1 / (u + w) - u / (u ^ 2 + s ^ 2) ≤
        s ^ 2 / ((u ^ 2 + s ^ 2) * Real.sqrt (w ^ 2 + u ^ 2)) ∧
      s ^ 2 / ((u ^ 2 + s ^ 2) * Real.sqrt (w ^ 2 + u ^ 2)) ≤
        (1 / (u + w) - u / (u ^ 2 + s ^ 2)) +
          (2 * w * (1 / (u + w) ^ 2) + 2 * w * (1 / (u + s) ^ 2)) := by
    intro u hu
    have hu' : 0 < u := hu
    obtain ⟨h1, h2⟩ := comparison_split hu' hs hw
    have r1 : w ≤ Real.sqrt (w ^ 2 + u ^ 2) := (Real.le_sqrt' hw).2 (by nlinarith)
    have r2 : u ≤ Real.sqrt (w ^ 2 + u ^ 2) := (Real.le_sqrt' hu').2 (by nlinarith)
    have r3 : Real.sqrt (w ^ 2 + u ^ 2) ≤ u + w :=
      Real.sqrt_le_iff.2 ⟨by positivity, by nlinarith [mul_pos hu' hw]⟩
    generalize Real.sqrt (w ^ 2 + u ^ 2) = r at r1 r2 r3 ⊢
    have hr : 0 < r := hw.trans_le r1
    have e1 : 1 / r ≤ 1 / (u + w) + 2 * w * (1 / (u + w) ^ 2) := by
      have e : 1 / (u + w) + 2 * w * (1 / (u + w) ^ 2) = (u + 3 * w) / (u + w) ^ 2 := by
        field_simp
        ring
      rw [e, div_le_div_iff₀ hr (by positivity)]
      nlinarith [mul_le_mul_of_nonneg_left r2 hu'.le, mul_le_mul_of_nonneg_left r2 hw.le,
        mul_le_mul_of_nonneg_left r1 hw.le]
    have e2 : 1 / (u + w) ≤ 1 / r := one_div_le_one_div_of_le hr r3
    have e3 : s ^ 2 / ((u ^ 2 + s ^ 2) * r) = s ^ 2 / (u ^ 2 + s ^ 2) * (1 / r) := by
      rw [div_mul_div_comm, mul_one]
    have p0 : 0 ≤ s ^ 2 / (u ^ 2 + s ^ 2) := by positivity
    have p1 : s ^ 2 / (u ^ 2 + s ^ 2) ≤ 1 := by
      rw [div_le_one (by positivity)]
      nlinarith
    have h5 : 0 ≤ u * w / ((u + w) * (u ^ 2 + s ^ 2)) := by positivity
    have k0 : 0 ≤ 2 * w * (1 / (u + w) ^ 2) := by positivity
    have m1 := mul_le_mul_of_nonneg_left e1 p0
    have m2 := mul_le_mul_of_nonneg_left e2 p0
    have m3 := mul_le_mul_of_nonneg_right p1 k0
    rw [mul_add] at m1
    rw [e3, h1]
    constructor <;> linarith
  have fi : IntegrableOn (fun u : ℝ =>
      s ^ 2 / ((u ^ 2 + s ^ 2) * Real.sqrt (w ^ 2 + u ^ 2))) (Ioi 0) := by
    refine Integrable.mono' ti (Measurable.aestronglyMeasurable (by fun_prop))
      (ae_restrict_of_forall_mem measurableSet_Ioi fun u hu => ?_)
    rw [Real.norm_of_nonneg (by positivity)]
    exact (hb u hu).2
  refine ⟨fi, ?_, ?_⟩
  · rw [← gv]
    exact setIntegral_mono_on gi fi measurableSet_Ioi fun u hu => (hb u hu).1
  · refine (setIntegral_mono_on fi ti measurableSet_Ioi fun u hu => (hb u hu).2).trans
      (le_of_eq ?_)
    rw [integral_add gi hi, integral_add (wi.const_mul _) (si.const_mul _),
      integral_const_mul, integral_const_mul, gv, wv, sv]
    field_simp
```

A fixed frequency cutoff in place of $\sqrt{cq}$ would double the logarithm and give the wrong coefficient, $a/4$.

## From wavenumber to distance

The Gamma integral gives $\int_0^\infty q^ne^{-2qD}dq=n!/(2D)^{n+1}$.

```lean
/-- For `D > 0` the moments of the distance factor converge:
`∫ qⁿ exp(-2qD) dq = n!/(2D)ⁿ⁺¹` over `q > 0`. -/
theorem distance_moment (n : ℕ) {D : ℝ} (hD : 0 < D) :
    IntegrableOn (fun q : ℝ => q ^ n * Real.exp (-2 * q * D)) (Ioi 0) ∧
      ∫ q in Ioi (0 : ℝ), q ^ n * Real.exp (-2 * q * D) =
        (n.factorial : ℝ) / (2 * D) ^ (n + 1) := by
  have h := Real.integral_rpow_mul_exp_neg_mul_Ioi (a := (n : ℝ) + 1) (r := 2 * D)
    (by positivity) (by positivity)
  have e : ∀ t : ℝ, -(2 * D * t) = -2 * t * D := fun t => by ring
  have p := Real.rpow_natCast (1 / (2 * D)) (n + 1)
  rw [Nat.cast_add_one] at p
  simp only [add_sub_cancel_right, Real.rpow_natCast, e] at h
  rw [p, Real.Gamma_nat_eq_factorial] at h
  have hv : ∫ q in Ioi (0 : ℝ), q ^ n * Real.exp (-2 * q * D) =
      (n.factorial : ℝ) / (2 * D) ^ (n + 1) := by
    rw [h, one_div, inv_pow]
    ring
  refine ⟨?_, hv⟩
  by_contra hn
  have hz := integral_undef hn
  rw [hv] at hz
  have : 0 < (n.factorial : ℝ) / (2 * D) ^ (n + 1) := by positivity
  exact this.ne' hz
```

Now $\ln(s/w)=\tfrac12\ln(c/v^2)-\tfrac12\ln q$ and $-\ln q=\ln D-\ln(qD)$. With $|\ln y|\le y+1/y$ for $y>0$ and $2w/s\le1+v^2q/c$,

$$\left|J-\tfrac12\ln D\right|\le\tfrac12\left|\ln\tfrac c{v^2}\right|+3+\tfrac{v^2q}c+\tfrac12\left(qD+\tfrac1{qD}\right).$$

Multiplying the right side by $aq^2e^{-2qD}$ defines the envelope.

```lean
/-- Bound on the deviation of one wavenumber's contribution from its logarithmic leading part, valid
for `a, c, v, D, q > 0`. -/
def envelope (a c v D q : ℝ) : ℝ :=
  a * ((|Real.log (c / v ^ 2)| / 2 + 3) * (q ^ 2 * Real.exp (-2 * q * D)) +
    ((v ^ 2 / c + D / 2) * (q ^ 3 * Real.exp (-2 * q * D)) +
      1 / (2 * D) * (q ^ 1 * Real.exp (-2 * q * D))))
```

Since `modeEnergy` equals $aq^2e^{-2qD}J$, the envelope bounds its deviation from $\tfrac a2\ln D\,q^2e^{-2qD}$.

```lean
/-- For positive parameters and `q > 0` the frequency integral converges, and the
contribution of `q` is `(a/2) ln D · q² exp(-2qD)` up to the envelope. -/
theorem modeEnergy_near_log {a c v D q : ℝ} (ha : 0 < a) (hc : 0 < c) (hv : 0 < v)
    (hD : 0 < D) (hq : 0 < q) :
    IntegrableOn (integrand a c v D q) (Ioi 0) ∧
    |modeEnergy a c v D q - a / 2 * Real.log D * (q ^ 2 * Real.exp (-2 * q * D))| ≤
      envelope a c v D q := by
  have hcq : 0 < c * q := by positivity
  have hs : 0 < Real.sqrt (c * q) := Real.sqrt_pos.2 hcq
  have hw : 0 < v * q := by positivity
  have hs2 : Real.sqrt (c * q) ^ 2 = c * q := Real.sq_sqrt hcq.le
  obtain ⟨fi, lo, hi⟩ := frequency_integral_bounds hs hw
  have he : integrand a c v D q = fun u => a * q ^ 2 * Real.exp (-2 * q * D) *
      (Real.sqrt (c * q) ^ 2 /
        ((u ^ 2 + Real.sqrt (c * q) ^ 2) * Real.sqrt ((v * q) ^ 2 + u ^ 2))) := by
    funext u
    rw [hs2, mul_pow v q 2]
    unfold integrand metalResponse grapheneResponse
    rw [← div_div]
    ring
  refine ⟨by rw [he]; exact fi.const_mul _, ?_⟩
  unfold modeEnergy
  rw [he, integral_const_mul]
  generalize (∫ u in Ioi (0 : ℝ), Real.sqrt (c * q) ^ 2 /
    ((u ^ 2 + Real.sqrt (c * q) ^ 2) * Real.sqrt ((v * q) ^ 2 + u ^ 2))) = J at lo hi ⊢
  have l1 : Real.log (Real.sqrt (c * q) / (v * q)) =
      Real.log (c / v ^ 2) / 2 - Real.log q / 2 := by
    rw [Real.log_div hs.ne' hw.ne', Real.log_sqrt hcq.le, Real.log_mul hc.ne' hq.ne',
      Real.log_mul hv.ne' hq.ne', Real.log_div hc.ne' (by positivity), Real.log_pow]
    push_cast
    ring
  have l2 : 2 * (v * q) / Real.sqrt (c * q) ≤ 1 + v ^ 2 / c * q := by
    have e : (v * q / Real.sqrt (c * q)) ^ 2 = v ^ 2 / c * q := by
      rw [div_pow, hs2]
      field_simp
    rw [mul_div_assoc]
    nlinarith [sq_nonneg (v * q / Real.sqrt (c * q) - 1)]
  -- the logarithm of the scaled wavenumber `qD` is controlled by powers
  have hqD : 0 < q * D := by positivity
  have l3 := Real.log_le_sub_one_of_pos hqD
  have l4 := Real.log_le_sub_one_of_pos (inv_pos.2 hqD)
  rw [Real.log_inv] at l4
  rw [Real.log_mul hq.ne' hD.ne'] at l3 l4
  have i0 : 0 < (q * D)⁻¹ := inv_pos.2 hqD
  have v0 : 0 < v ^ 2 / c * q := by positivity
  have hJ : |J - Real.log D / 2| ≤ |Real.log (c / v ^ 2)| / 2 + 3 + v ^ 2 / c * q +
      (q * D + (q * D)⁻¹) / 2 := by
    rw [l1] at lo hi
    have b1 := le_abs_self (Real.log (c / v ^ 2))
    have b2 := neg_abs_le (Real.log (c / v ^ 2))
    rw [abs_le]
    constructor <;> linarith
  have k : 0 < a * q ^ 2 * Real.exp (-2 * q * D) := by positivity
  calc |a * q ^ 2 * Real.exp (-2 * q * D) * J -
        a / 2 * Real.log D * (q ^ 2 * Real.exp (-2 * q * D))|
      = a * q ^ 2 * Real.exp (-2 * q * D) * |J - Real.log D / 2| := by
        rw [← abs_of_pos k, ← abs_mul, abs_of_pos k]
        congr 1
        ring
    _ ≤ a * q ^ 2 * Real.exp (-2 * q * D) * (|Real.log (c / v ^ 2)| / 2 + 3 +
          v ^ 2 / c * q + (q * D + (q * D)⁻¹) / 2) := mul_le_mul_of_nonneg_left hJ k.le
    _ = envelope a c v D q := by
        unfold envelope
        field_simp
        ring
```

The moments for $n=1,2,3$ are $1/(4D^2)$, $1/(4D^3)$ and $3/(8D^4)$. The constant terms add to $\tfrac34+\tfrac3{16}+\tfrac18=\tfrac{17}{16}$, so the envelope integrates to

$$\frac a{D^3}\left(\frac{|\ln(c/v^2)|}8+\frac{17}{16}+\frac{3v^2}{8cD}\right).$$

```lean
/-- For `c, D > 0` the envelope is integrable over `q > 0`, with the stated integral. -/
theorem integral_envelope (a : ℝ) {c v D : ℝ} (hc : 0 < c) (hD : 0 < D) :
    IntegrableOn (envelope a c v D) (Ioi 0) ∧
    ∫ q in Ioi (0 : ℝ), envelope a c v D q =
      a * (|Real.log (c / v ^ 2)| / 8 + 17 / 16 + 3 * v ^ 2 / (8 * c * D)) / D ^ 3 := by
  obtain ⟨i1, v1⟩ := distance_moment 1 hD
  obtain ⟨i2, v2⟩ := distance_moment 2 hD
  obtain ⟨i3, v3⟩ := distance_moment 3 hD
  have j : IntegrableOn (fun q : ℝ =>
      (v ^ 2 / c + D / 2) * (q ^ 3 * Real.exp (-2 * q * D)) +
        1 / (2 * D) * (q ^ 1 * Real.exp (-2 * q * D))) (Ioi 0) :=
    (i3.const_mul _).add (i1.const_mul _)
  refine ⟨((i2.const_mul _).add j).const_mul a, ?_⟩
  unfold envelope
  rw [integral_const_mul, integral_add (i2.const_mul _) j,
    integral_add (i3.const_mul _) (i1.const_mul _), integral_const_mul,
    integral_const_mul, integral_const_mul, v1, v2, v3]
  norm_num [Nat.factorial]
  field_simp
  ring
```

The frequency integral converges by the previous bound on each wavenumber. The envelope plus the absolute leading term dominates `modeEnergy`, so the wavenumber integral converges too.

```lean
/-- For positive parameters the double integral defining the attraction converges, first
over frequency at each `q > 0` and then over wavenumber. -/
theorem attraction_converges {a c v D : ℝ} (ha : 0 < a) (hc : 0 < c) (hv : 0 < v)
    (hD : 0 < D) :
    (∀ q, 0 < q → IntegrableOn (integrand a c v D q) (Ioi 0)) ∧
      IntegrableOn (modeEnergy a c v D) (Ioi 0) := by
  refine ⟨fun q hq => (modeEnergy_near_log ha hc hv hD hq).1, ?_⟩
  have hm : Measurable (fun p : ℝ × ℝ => integrand a c v D p.1 p.2) := by
    unfold integrand metalResponse grapheneResponse
    fun_prop
  have hM : StronglyMeasurable (modeEnergy a c v D) :=
    hm.stronglyMeasurable.integral_prod_right'
  have g := (distance_moment 2 hD).1.const_mul (|a / 2 * Real.log D|)
  refine Integrable.mono' ((integral_envelope a (v := v) hc hD).1.add g)
    hM.aestronglyMeasurable (ae_restrict_of_forall_mem measurableSet_Ioi fun q hq => ?_)
  have h := (modeEnergy_near_log ha hc hv hD hq).2
  have t := abs_sub_abs_le_abs_sub (modeEnergy a c v D q)
    (a / 2 * Real.log D * (q ^ 2 * Real.exp (-2 * q * D)))
  have hq' : 0 < q := hq
  have p : 0 ≤ q ^ 2 * Real.exp (-2 * q * D) := by positivity
  rw [abs_mul (a / 2 * Real.log D), abs_of_nonneg p] at t
  simp only [Pi.add_apply, Real.norm_eq_abs]
  linarith
```

The leading term integrates to $a\ln D/(8D^3)$. Bounding the integrated deviation by the envelope and multiplying by $D^3$ gives an explicit error for every $D>0$, where $D$ is the separation's numerical value in the chosen unit.

```lean
/-- At every separation `D > 0`, and for positive `a, c, v`, the scaled attraction
`D³ E(D)` equals `(a/8) ln D` up to an explicit error. -/
theorem attraction_error_bound {a c v D : ℝ} (ha : 0 < a) (hc : 0 < c) (hv : 0 < v)
    (hD : 0 < D) :
    |D ^ 3 * attraction a c v D - a / 8 * Real.log D| ≤
      a * (|Real.log (c / v ^ 2)| / 8 + 17 / 16 + 3 * v ^ 2 / (8 * c * D)) := by
  obtain ⟨i2, v2⟩ := distance_moment 2 hD
  obtain ⟨ei, ev⟩ := integral_envelope a (v := v) hc hD
  have h := norm_integral_le_of_norm_le
    (f := fun q => modeEnergy a c v D q -
      a / 2 * Real.log D * (q ^ 2 * Real.exp (-2 * q * D))) ei
    (ae_restrict_of_forall_mem measurableSet_Ioi fun q hq => by
      rw [Real.norm_eq_abs]
      exact (modeEnergy_near_log ha hc hv hD hq).2)
  rw [integral_sub (attraction_converges ha hc hv hD).2 (i2.const_mul _),
    integral_const_mul, v2, ev, Real.norm_eq_abs, le_div_iff₀ (by positivity)] at h
  have hD3 : 0 < D ^ 3 := by positivity
  refine le_trans (le_of_eq ?_) h
  rw [← abs_of_pos hD3, ← abs_mul, abs_of_pos hD3]
  congr 1
  unfold attraction
  norm_num [Nat.factorial]
  field_simp
  ring
```

For $D>1$, the error is at most a constant independent of $D$. Divided by $\ln D$, it tends to zero; `squeeze_zero'` completes the limit $D^3E(D)/\ln D\to a/8$.

```lean
/-- For positive `a, c, v`, the attraction between a metallic sheet and undoped graphene
obeys a logarithmically enhanced cubic law: `D³ E(D) / ln D → a/8` as `D → ∞`. -/
theorem log_enhanced_cubic_law {a c v : ℝ} (ha : 0 < a) (hc : 0 < c) (hv : 0 < v) :
    Tendsto (fun D => D ^ 3 * attraction a c v D / Real.log D) atTop (𝓝 (a / 8)) := by
  rw [tendsto_iff_norm_sub_tendsto_zero]
  refine squeeze_zero' (Eventually.of_forall fun D => norm_nonneg _) ?_
    (Real.tendsto_log_atTop.const_div_atTop
      (a * (|Real.log (c / v ^ 2)| / 8 + 17 / 16 + 3 * v ^ 2 / (8 * c))))
  filter_upwards [eventually_gt_atTop (1 : ℝ)] with D hD
  have hl : 0 < Real.log D := Real.log_pos hD
  have h := attraction_error_bound ha hc hv (zero_lt_one.trans hD)
  have e : D ^ 3 * attraction a c v D / Real.log D - a / 8 =
      (D ^ 3 * attraction a c v D - a / 8 * Real.log D) / Real.log D := by
    rw [sub_div, mul_div_cancel_right₀ _ hl.ne']
  have m : 3 * v ^ 2 / (8 * c * D) ≤ 3 * v ^ 2 / (8 * c) :=
    div_le_div_of_nonneg_left (by positivity) (by positivity) (by nlinarith)
  rw [e, Real.norm_eq_abs, abs_div, abs_of_pos hl]
  refine div_le_div_of_nonneg_right (h.trans ?_) hl.le
  exact mul_le_mul_of_nonneg_left (by linarith) ha.le
```

Multiplying back by $\ln D$ shows that $D^3E(D)$ diverges. For electronic-structure calculations, this nonretarded, weak-coupling model warns against relying on fixed atomic $R^{-6}$ terms at large separation: their sum over two sheets, per unit area, falls as $D^{-4}$.

```lean
/-- For positive `a, c, v`, the scaled attraction `D³ E(D)` grows without bound as
`D → ∞`. -/
theorem exceeds_every_cubic_law {a c v : ℝ} (ha : 0 < a) (hc : 0 < c) (hv : 0 < v) :
    Tendsto (fun D => D ^ 3 * attraction a c v D) atTop atTop := by
  refine ((log_enhanced_cubic_law ha hc hv).pos_mul_atTop (by positivity)
    Real.tendsto_log_atTop).congr' ?_
  filter_upwards [eventually_gt_atTop (1 : ℝ)] with D hD
  exact div_mul_cancel₀ _ (Real.log_pos hD).ne'

end

end MetalGrapheneDispersion
```

```lean
#print axioms MetalGrapheneDispersion.log_enhanced_cubic_law
#print axioms MetalGrapheneDispersion.exceeds_every_cubic_law
```

```
'MetalGrapheneDispersion.log_enhanced_cubic_law' depends on axioms: [propext, Classical.choice, Quot.sound]
'MetalGrapheneDispersion.exceeds_every_cubic_law' depends on axioms: [propext, Classical.choice, Quot.sound]
```
